# At fixed parameters, the Marcus rate rises with temperature until $k_BT$ is twice the activation energy, then falls

In units with $\hbar=k_B=1$, the Marcus rate of nonadiabatic electron transfer is $k(T)=V^2\sqrt{\pi/(LT)}\,\exp\!\big(-(G+L)^2/(4LT)\big)$, where $V$ is the electronic coupling, $L>0$ the reorganization energy, $G$ the reaction free energy and $T>0$ the temperature. The question is whether heating speeds up or slows down the transfer when $V\neq0$, $L$ and $G$ are held fixed.

In Lean 4 with Mathlib:

```lean
import Mathlib

open Real

namespace MarcusTemperatureTurnover

noncomputable section

/-- The Marcus rate of nonadiabatic transfer, in units with `ħ = k_B = 1`, for electronic
coupling `V`, reorganization energy `L > 0`, reaction free energy `G` and temperature `T > 0`. -/
def marcusRate (V L G T : ℝ) : ℝ :=
  V ^ 2 * Real.sqrt (π / (L * T)) * Real.exp (-(G + L) ^ 2 / (4 * L * T))

/-- The Marcus activation energy `(G + L)² / (4L)`, for reorganization energy `L > 0`. -/
def activationEnergy (L G : ℝ) : ℝ := (G + L) ^ 2 / (4 * L)

/-- The temperature `(G + L)² / (2L)`, for reorganization energy `L > 0`. -/
def turnoverTemp (L G : ℝ) : ℝ := (G + L) ^ 2 / (2 * L)

variable {V L G T : ℝ}

/-- For nonzero coupling, positive reorganization energy and positive temperature,
the Marcus rate is positive. -/
theorem marcusRate_pos (hV : V ≠ 0) (hL : 0 < L) (hT : 0 < T) :
    0 < marcusRate V L G T := by
  unfold marcusRate
  positivity

/-- For `V ≠ 0`, `L > 0` and `T > 0`, the logarithm of the rate is a constant, minus half the
logarithm of the temperature, minus the activation energy over the temperature. -/
theorem log_marcusRate (hV : V ≠ 0) (hL : 0 < L) (hT : 0 < T) :
    Real.log (marcusRate V L G T) =
      Real.log (V ^ 2) + (Real.log π - Real.log L - Real.log T) / 2
        - activationEnergy L G / T := by
  have hexp : -(G + L) ^ 2 / (4 * L * T) = -(activationEnergy L G / T) := by
    rw [activationEnergy, div_div, neg_div]
  have hV2 : V ^ 2 ≠ 0 := pow_ne_zero 2 hV
  have hq : 0 < π / (L * T) := div_pos Real.pi_pos (mul_pos hL hT)
  have hs : Real.sqrt (π / (L * T)) ≠ 0 := (Real.sqrt_pos.2 hq).ne'
  rw [marcusRate, hexp, Real.log_mul (mul_ne_zero hV2 hs) (Real.exp_ne_zero _),
    Real.log_mul hV2 hs, Real.log_exp, Real.log_sqrt hq.le,
    Real.log_div Real.pi_pos.ne' (mul_pos hL hT).ne', Real.log_mul hL.ne' hT.ne']
  ring

/-- For `V ≠ 0`, `L > 0` and `T > 0`, the apparent Arrhenius activation energy
`T² d(log k)/dT` is the Marcus activation energy minus `T / 2`. -/
theorem hasDerivAt_log_marcusRate (hV : V ≠ 0) (hL : 0 < L) (hT : 0 < T) :
    HasDerivAt (fun t => Real.log (marcusRate V L G t))
      ((activationEnergy L G - T / 2) / T ^ 2) T := by
  have h1 := Real.hasDerivAt_log hT.ne'
  have h2 := hasDerivAt_inv hT.ne'
  have h3 : HasDerivAt (fun t => Real.log (V ^ 2)
      + (Real.log π - Real.log L - Real.log t) / 2 - activationEnergy L G * t⁻¹)
      (-T⁻¹ / 2 - activationEnergy L G * (-(T ^ 2)⁻¹)) T :=
    (((h1.const_sub (Real.log π - Real.log L)).div_const 2).const_add
      (Real.log (V ^ 2))).fun_sub (h2.const_mul (activationEnergy L G))
  refine (h3.congr_of_eventuallyEq ?_).congr_deriv ?_
  · -- the split form of the logarithm holds at all nearby temperatures
    filter_upwards [lt_mem_nhds hT] with t ht
    rw [log_marcusRate hV hL ht, div_eq_mul_inv (activationEnergy L G) t]
  · have h : T⁻¹ = T * (T ^ 2)⁻¹ := by field_simp
    linear_combination (-1 / 2) * h

/-- For nonzero coupling and positive reorganization energy, the Marcus rate strictly increases with
temperature on the positive temperatures up to `(G + L)² / (2L)` and strictly decreases on the
positive temperatures from there on. -/
theorem marcusRate_turnover (hV : V ≠ 0) (hL : 0 < L) :
    StrictMonoOn (marcusRate V L G) (Set.Ioc 0 (turnoverTemp L G)) ∧
      StrictAntiOn (marcusRate V L G) {T | 0 < T ∧ turnoverTemp L G ≤ T} := by
  -- the slope of log k has the sign of (turnover temperature - T)
  have hE : activationEnergy L G = turnoverTemp L G / 2 := by
    unfold activationEnergy turnoverTemp
    ring
  have hcont : ∀ a b : ℝ, 0 < a →
      ContinuousOn (fun t => Real.log (marcusRate V L G t)) (Set.Icc a b) :=
    fun a b ha x hx => (hasDerivAt_log_marcusRate hV hL
      (lt_of_lt_of_le ha hx.1)).continuousAt.continuousWithinAt
  constructor
  · intro a ha b hb hab
    have hmono := strictMonoOn_of_deriv_pos (convex_Icc a b) (hcont a b ha.1) (by
      intro x hx
      rw [interior_Icc] at hx
      have hx0 : 0 < x := lt_trans ha.1 hx.1
      rw [(hasDerivAt_log_marcusRate hV hL hx0).deriv]
      exact div_pos (by linarith [hx.2, hb.2]) (pow_pos hx0 2))
    exact (Real.log_lt_log_iff (marcusRate_pos hV hL ha.1) (marcusRate_pos hV hL hb.1)).1
      (hmono (Set.left_mem_Icc.2 hab.le) (Set.right_mem_Icc.2 hab.le) hab)
  · intro a ha b hb hab
    have hanti := strictAntiOn_of_deriv_neg (convex_Icc a b) (hcont a b ha.1) (by
      intro x hx
      rw [interior_Icc] at hx
      have hx0 : 0 < x := lt_trans ha.1 hx.1
      rw [(hasDerivAt_log_marcusRate hV hL hx0).deriv]
      exact div_neg_of_neg_of_pos (by linarith [hx.1, ha.2]) (pow_pos hx0 2))
    exact (Real.log_lt_log_iff (marcusRate_pos hV hL hb.1) (marcusRate_pos hV hL ha.1)).1
      (hanti (Set.left_mem_Icc.2 hab.le) (Set.right_mem_Icc.2 hab.le) hab)

/-- For `V ≠ 0` and `L > 0`, heating slows the transfer at every positive temperature
exactly when the reaction is activationless, `G = -L`. -/
theorem strictAntiOn_iff_activationless (hV : V ≠ 0) (hL : 0 < L) :
    StrictAntiOn (marcusRate V L G) (Set.Ioi 0) ↔ G = -L := by
  constructor
  · intro h
    by_contra hG
    have hne : G + L ≠ 0 := fun h0 => hG (by linarith)
    have hs : 0 < (G + L) ^ 2 :=
      lt_of_le_of_ne (sq_nonneg _) (Ne.symm (pow_ne_zero 2 hne))
    have ht : 0 < turnoverTemp L G := div_pos hs (by linarith)
    -- with a barrier, the rate rises between half the turnover temperature and the turnover
    have hup := (marcusRate_turnover (G := G) hV hL).1
      (show turnoverTemp L G / 2 ∈ Set.Ioc 0 (turnoverTemp L G) from
        ⟨by linarith, by linarith⟩)
      (show turnoverTemp L G ∈ Set.Ioc 0 (turnoverTemp L G) from ⟨ht, le_refl _⟩)
      (by linarith)
    have hdown := h (show turnoverTemp L G / 2 ∈ Set.Ioi 0 from half_pos ht)
      (show turnoverTemp L G ∈ Set.Ioi 0 from ht) (by linarith)
    exact lt_asymm hup hdown
  · intro hG
    have h0 : turnoverTemp L G = 0 := by simp [turnoverTemp, hG]
    refine (marcusRate_turnover (G := G) hV hL).2.mono ?_
    intro t ht
    have ht' : 0 < t := ht
    exact ⟨ht', by rw [h0]; exact ht'.le⟩

/-- For `V ≠ 0`, `L > 0` and `G + L ≠ 0`, the rate at temperature `(G + L)² / (2L)` is
`V² √(2π) / |G + L| · exp(-1/2)`, and it exceeds the rate at every other positive temperature. -/
theorem marcusRate_peak (hV : V ≠ 0) (hL : 0 < L) (hG : G + L ≠ 0) :
    marcusRate V L G (turnoverTemp L G) =
        V ^ 2 * (Real.sqrt (2 * π) / |G + L|) * Real.exp (-1 / 2) ∧
      ∀ T, 0 < T → T ≠ turnoverTemp L G →
        marcusRate V L G T < marcusRate V L G (turnoverTemp L G) := by
  have hs : 0 < (G + L) ^ 2 :=
    lt_of_le_of_ne (sq_nonneg _) (Ne.symm (pow_ne_zero 2 hG))
  have ht : 0 < turnoverTemp L G := div_pos hs (by linarith)
  constructor
  · have hc : L * turnoverTemp L G = (G + L) ^ 2 / 2 := by
      unfold turnoverTemp
      field_simp
    have hd : 4 * L * turnoverTemp L G = 2 * (G + L) ^ 2 := by
      linear_combination 4 * hc
    -- at the turnover the Boltzmann exponent is -1/2
    have he : -(G + L) ^ 2 / (2 * (G + L) ^ 2) = -1 / 2 := by
      rw [div_eq_div_iff (mul_ne_zero two_ne_zero hs.ne') two_ne_zero]
      ring
    rw [marcusRate, hd, he, hc, div_div_eq_mul_div, mul_comm π 2,
      Real.sqrt_div (by positivity), Real.sqrt_sq_eq_abs]
  · intro T hT hne
    rcases lt_or_gt_of_ne hne with h | h
    · exact (marcusRate_turnover hV hL).1 ⟨hT, h.le⟩ ⟨ht, le_refl _⟩ h
    · exact (marcusRate_turnover hV hL).2 ⟨ht, le_refl _⟩ ⟨hT, h.le⟩ h

end

end MarcusTemperatureTurnover
```

```lean
#print axioms MarcusTemperatureTurnover.marcusRate_turnover
-- 'MarcusTemperatureTurnover.marcusRate_turnover' depends on axioms: [propext, Classical.choice, Quot.sound]
#print axioms MarcusTemperatureTurnover.strictAntiOn_iff_activationless
-- 'MarcusTemperatureTurnover.strictAntiOn_iff_activationless' depends on axioms: [propext, Classical.choice, Quot.sound]
#print axioms MarcusTemperatureTurnover.marcusRate_peak
-- 'MarcusTemperatureTurnover.marcusRate_peak' depends on axioms: [propext, Classical.choice, Quot.sound]
```

## Two temperature ranges that meet at the turnover

The three definitions are `marcusRate`, which is $k(T)$; `activationEnergy`, which is $E=(G+L)^2/(4L)$; and `turnoverTemp`, which is $T^*=(G+L)^2/(2L)$. All arguments are real numbers, and the theorems add the conditions $V\neq0$, $L>0$ and, where needed, $T>0$. Nothing in the definition of $T^*$ says that the rate turns over there.

That is the content of `marcusRate_turnover`. `StrictMonoOn` on `Set.Ioc 0 (turnoverTemp L G)` means that $k(a)<k(b)$ whenever $0<a<b\le T^*$. `StrictAntiOn` on the second set means that $k(a)>k(b)$ whenever $a>0$ and $T^*\le a<b$. If $G=-L$, then $T^*=0$: the first range is empty and the second contains every positive temperature.

Two further theorems complete the picture. By `strictAntiOn_iff_activationless`, the rate falls strictly over all positive temperatures exactly when $G=-L$. By `marcusRate_peak`, if $G+L\neq0$ then

$$k(T^*)=V^2\,\frac{\sqrt{2\pi}}{|G+L|}\,e^{-1/2},$$

and this value is strictly larger than the rate at any other positive temperature.

## What the parameters stand for

Textbooks usually write $\lambda$ for $L$ and $\Delta G^\circ$ for $G$, which is the free energy of the products minus that of the reactants. The reorganization energy is the cost of bringing the nuclei and the surroundings from the reactant's equilibrium arrangement to the product's without transferring the charge. The condition $V\neq0$ says that the two electronic states are coupled; with $V=0$ the rate vanishes identically. With units restored, the prefactor $V^2$ becomes $V^2/\hbar$ and every $T$ becomes $k_BT$.

Two effects compete on heating. If $E>0$, the Boltzmann factor $e^{-E/T}$ grows, because the crossing point of the two free-energy parabolas becomes less improbable relative to the reactant's minimum. The factor $1/\sqrt{T}$ shrinks, because the thermal distribution of energy gaps broadens and its maximum becomes lower. When the barrier is small compared with $T$, the second effect wins.

The step from the model to a real system is the identification of its rate with this formula at constant $V$, $L$ and $G$. That presupposes weak coupling, nuclear motion that can be treated classically, and parabolic free-energy curves with parameters that don't change on heating. In simulations of charge hopping between molecules, the result therefore describes the temperature dependence of a single Marcus hop with fixed parameters, not that of a mobility or of a multistep reaction.

## The slope of the logarithm

Every factor of $k$ is positive, so its logarithm exists and splits:

$$\log k(T)=\log V^2+\tfrac12\big(\log\pi-\log L-\log T\big)-\frac{E}{T}.$$

Differentiating term by term gives

$$\frac{d\log k}{dT}=-\frac{1}{2T}+\frac{E}{T^2}=\frac{E-T/2}{T^2}.$$

The apparent Arrhenius activation energy, $T^2\,d\log k/dT$, is thus $E-T/2$. It lies below the Marcus barrier and becomes negative at high temperature. Since $E=T^*/2$, the slope equals $(T^*-T)/(2T^2)$ and has the sign of $T^*-T$.

In the file, `marcusRate_pos` gives the positivity and `log_marcusRate` the splitting. The derivative is in `hasDerivAt_log_marcusRate`, which first differentiates the split expression. That expression agrees with $\log k$ at positive temperatures, and a whole neighbourhood of $T$ is positive, so `congr_of_eventuallyEq` carries the derivative over to $\log k$ itself.

## From the slope to the rate

Take $0<a<b\le T^*$. By the mean value theorem there is a $c$ with $a<c<b$ and

$$\log k(b)-\log k(a)=(b-a)\,\frac{T^*-c}{2c^2}>0,$$

because $c<b\le T^*$. Hence $k(a)<k(b)$. If instead $a>0$ and $T^*\le a<b$, then $c>a\ge T^*$, the right-hand side is negative, and $k(b)<k(a)$.

The proof of `marcusRate_turnover` works on the same closed interval $[a,b]$. The library lemmas `strictMonoOn_of_deriv_pos` and `strictAntiOn_of_deriv_neg` ask for continuity on the whole interval but for a sign of the derivative only in its interior. This is why $T^*$, where the slope is zero, can belong to both ranges. `Real.log_lt_log_iff` then turns the inequality between logarithms into one between rates.

For the activationless case, $G=-L$ gives $T^*=0$, so the falling range is all of $T>0$. Conversely, if $G\neq-L$ then $T^*>0$, and the first half of the turnover theorem gives $k(T^*/2)<k(T^*)$. A rate that fell everywhere would give the opposite inequality, and `lt_asymm` closes the contradiction.

For the peak value, $LT^*=(G+L)^2/2$. Therefore

$$\sqrt{\frac{\pi}{LT^*}}=\sqrt{\frac{2\pi}{(G+L)^2}}=\frac{\sqrt{2\pi}}{|G+L|},\qquad -\frac{(G+L)^2}{4LT^*}=-\frac{(G+L)^2}{2(G+L)^2}=-\frac12.$$

The absolute value comes from `Real.sqrt_sq_eq_abs`, since $G+L$ may be negative, as it is in the inverted region. Any other positive temperature lies either below $T^*$, where the rate is still rising towards the peak, or above it, where the rate has already fallen; the proof treats these two cases separately.

## An Arrhenius plot with a negative activation energy

Suppose that an electronic-structure calculation has supplied $L=0.8$ eV and $G=-0.7$ eV for a donor–acceptor pair. Then $E=0.01/3.2\approx0.0031$ eV, and the formula puts the turnover at $k_BT^*=2E\approx0.0063$ eV, or about 73 K, where a classical treatment of the nuclear motion is doubtful. At 300 K, where $k_BT\approx0.0259$ eV, the apparent activation energy is $E-k_BT/2\approx-0.0098$ eV. Heating from 300 K to 330 K lowers the rate by about 4 per cent.

With $G=-0.2$ eV and the same $L$, the barrier is $0.1125$ eV and the formula puts the turnover near 2600 K, so at ordinary temperatures only the rising branch is seen. In either case a plot of $\log k$ against $1/T$ is curved, whereas $\log(k\sqrt{T})$ against $1/T$ is a straight line with slope $-E/k_B$, from which the Marcus barrier can be read off.

## A reaction free energy that changes on heating

The model could also have included a reaction entropy, by writing $G(T)=H-TS$ with constant reaction enthalpy $H$ and entropy $S$. The same differentiation by hand then gives

$$T^2\,\frac{d\log k}{dT}=\frac{(H+L)^2-S^2T^2}{4L}-\frac{T}{2}.$$

The right-hand side decreases with $T$, so for $H+L\neq0$ there is again a single turnover, now at the positive root of $S^2T^2+2LT=(H+L)^2$. For $S\neq0$ this lies below $(H+L)^2/(2L)$. The definition `marcusRate` could be kept, with `H - T * S` in the place of `G`, but the derivative lemma holds $G$ fixed, so this variant would need a formal proof of its own.
